# With ħ²/2m = 1, the potential −g/r² gives a particle negative energy in some hard-walled shell exactly when g > 1/4

A particle is attracted to a centre by the potential $-g/r^2$ and confined between hard walls at radii $a$ and $b$. Squeezing it towards the centre lowers the potential energy as $1/r^2$, but the kinetic cost of confinement grows at the same rate. Rescaling the whole shell therefore leaves the sign of the energy unchanged; what matters is the dimensionless strength $g$ and the ratio $b/a$. The question here is for which $g$ some shell allows a negative energy. For zero angular momentum in three dimensions, write the wave function as $\psi=u(r)/r$. With $\hbar^2/2m=1$, and up to a constant factor from the angular integral, the quantity to examine is

$$E[u]=\int_a^b\left(u'^2-\frac{g\,u^2}{r^2}\right)dr .$$

In Lean 4 with Mathlib:

```lean
import Mathlib

open Set

namespace InverseSquareBinding

noncomputable section
```

## Hard walls and a continuous slope

The walls require $u(a)=u(b)=0$. In `TrialState a b u v`, these are `inner_wall` and `outer_wall`; `slope` says that `v` is the derivative of `u` on the closed shell, one-sided at the ends, and `cont` makes it continuous.

```lean
/-- A real radial trial function `u` on the shell `[a, b]` with continuous derivative `v`,
vanishing at both walls. -/
structure TrialState (a b : ℝ) (u v : ℝ → ℝ) : Prop where
  slope : ∀ r ∈ Icc a b, HasDerivWithinAt u (v r) (Icc a b) r
  cont : ContinuousOn v (Icc a b)
  inner_wall : u a = 0
  outer_wall : u b = 0
```

If the conditions $u(a)=u(b)=0$ were dropped from the definition, the integral $E[u]$ would be negative for a constant nonzero $u$ and every $g>0$. It would then no longer represent the energy of $\psi$, because passing from $\psi$ to $u$ leaves a boundary term $-[u^2/r]_a^b$, which vanishes only thanks to these conditions or by cancellation between the ends. If instead the link between `u` and `v` were dropped, the integral would be negative for every $g>0$ and any continuous $u$ that is not identically zero on the shell, paired with $v=0$.

```lean
/-- The energy `∫ (u'² - g u²/r²) dr` of a radial function `u` with derivative `v` in the potential
`-g/r²`, for shells `[a, b]` with `0 < a`. -/
def energy (g a b : ℝ) (u v : ℝ → ℝ) : ℝ :=
  ∫ r in a..b, (v r ^ 2 - g * u r ^ 2 / r ^ 2)
```

`energy` is not divided by $\int_a^b u^2\,dr$. For nonzero $u$ this division gives the energy expectation value and leaves the sign unchanged. `Binds` means that some trial state has negative energy; it does not assert an eigenstate.

```lean
/-- The shell `[a, b]` binds at strength `g` if some trial state on it has negative energy. -/
def Binds (g a b : ℝ) : Prop :=
  ∃ u v : ℝ → ℝ, TrialState a b u v ∧ energy g a b u v < 0
```

## An inner radius away from the centre

The condition $0<a$ keeps the singularity outside the shell, and $a<b$ gives the shell thickness. By hand, $0<a$ permits division by $r$ and the phase $\theta=k\log(r/a)$, with $k>0$, used in the wave $u=\sqrt r\,\sin\theta$.

```lean
/-- The logarithmic phase `k log (r/a)`, for positive radii `r` and `a`. -/
def phase (k a r : ℝ) : ℝ := k * (Real.log r - Real.log a)

/-- The log-periodic wave `√r sin (k log (r/a))`, for positive radii. -/
def logWave (k a r : ℝ) : ℝ := Real.sqrt r * Real.sin (phase k a r)
```

Since $\theta'=k/r$, the slope is $u'=(\tfrac12\sin\theta+k\cos\theta)/\sqrt r$.

```lean
/-- The function `(sin θ / 2 + k cos θ) / √r` with `θ = k log (r/a)`, for positive radii. -/
def logSlope (k a r : ℝ) : ℝ :=
  (Real.sin (phase k a r) / 2 + k * Real.cos (phase k a r)) / Real.sqrt r
```

In the proof, $0<a$ makes the energy density continuous on the closed shell, hence integrable. The formal statement would also fail for $a<0<b$, which is not a physical shell: there a trial function with $u(0)\neq0$ makes the potential energy diverge when $g\neq0$.

```lean
/-- The energy density of a trial state is integrable on a shell away from the origin. -/
theorem TrialState.integrable {a b : ℝ} {u v : ℝ → ℝ} (h : TrialState a b u v)
    (ha : 0 < a) (hab : a < b) (g : ℝ) :
    IntervalIntegrable (fun r => v r ^ 2 - g * u r ^ 2 / r ^ 2) MeasureTheory.volume a b := by
  have hu : ContinuousOn u (Icc a b) := fun r hr => (h.slope r hr).continuousWithinAt
  apply ContinuousOn.intervalIntegrable_of_Icc hab.le
  exact (h.cont.pow 2).sub ((continuousOn_const.mul (hu.pow 2)).div
    (continuous_pow 2).continuousOn
    (fun r hr => pow_ne_zero 2 (ha.trans_le hr.1).ne'))
```

## Weak attraction, g ≤ 1/4

Here the attraction is too weak to overcome the cost of confinement. At $g=1/4$, expand

$$\left(u'-\frac{u}{2r}\right)^2=u'^2-\frac{uu'}{r}+\frac{u^2}{4r^2},\qquad
\frac{d}{dr}\frac{u^2}{2r}=\frac{uu'}{r}-\frac{u^2}{2r^2}.$$

Their sum is $u'^2-u^2/(4r^2)$. The derivative integrates to zero because of the walls, so the energy is the integral of a square. In the proof, `hzero` is the vanishing boundary term and `hsplit` the pointwise identity.

```lean
/-- At strength `1/4` the energy of a trial state is the integral of the square
`(u' - u/(2r))²`. -/
theorem energy_quarter_eq_square {a b : ℝ} {u v : ℝ → ℝ} (ha : 0 < a) (hab : a < b)
    (h : TrialState a b u v) :
    energy (1 / 4) a b u v = ∫ r in a..b, (v r - u r / (2 * r)) ^ 2 := by
  have hu : ContinuousOn u (Icc a b) := fun r hr => (h.slope r hr).continuousWithinAt
  have hne : ∀ r ∈ Icc a b, r ≠ 0 := fun r hr => (ha.trans_le hr.1).ne'
  have hlin : ContinuousOn (fun r : ℝ => 2 * r) (Icc a b) := by fun_prop
  have hne2 : ∀ r ∈ Icc a b, 2 * r ≠ 0 := fun r hr => mul_ne_zero two_ne_zero (hne r hr)
  have hsq : IntervalIntegrable (fun r => (v r - u r / (2 * r)) ^ 2)
      MeasureTheory.volume a b :=
    ContinuousOn.intervalIntegrable_of_Icc hab.le ((h.cont.sub (hu.div hlin hne2)).pow 2)
  have hD : IntervalIntegrable (fun r => u r * v r / r - u r ^ 2 / (2 * r ^ 2))
      MeasureTheory.volume a b := by
    apply ContinuousOn.intervalIntegrable_of_Icc hab.le
    have hq : ContinuousOn (fun r : ℝ => 2 * r ^ 2) (Icc a b) := by fun_prop
    exact ((hu.mul h.cont).div continuousOn_id hne).sub ((hu.pow 2).div hq
      (fun r hr => mul_ne_zero two_ne_zero (pow_ne_zero 2 (hne r hr))))
  -- the remainder is the derivative of u²/(2r), which vanishes at both walls
  have hzero : ∫ r in a..b, (u r * v r / r - u r ^ 2 / (2 * r ^ 2)) = 0 := by
    have hF : ContinuousOn (fun r => u r * u r / (2 * r)) (Icc a b) :=
      (hu.mul hu).div hlin hne2
    have hd : ∀ r ∈ Ioo a b, HasDerivAt (fun r => u r * u r / (2 * r))
        (u r * v r / r - u r ^ 2 / (2 * r ^ 2)) r := by
      intro r hr
      have hr' : r ∈ Icc a b := ⟨hr.1.le, hr.2.le⟩
      have hr0 := hne r hr'
      have h1 := (h.slope r hr').hasDerivAt (Icc_mem_nhds hr.1 hr.2)
      refine ((h1.fun_mul h1).fun_div ((hasDerivAt_id' r).const_mul 2)
        (hne2 r hr')).congr_deriv ?_
      field_simp
      ring
    rw [intervalIntegral.integral_eq_sub_of_hasDerivAt_of_le hab.le hF hd hD]
    simp [h.inner_wall, h.outer_wall]
  have hsplit : energy (1 / 4) a b u v = ∫ r in a..b,
      ((v r - u r / (2 * r)) ^ 2 + (u r * v r / r - u r ^ 2 / (2 * r ^ 2))) := by
    unfold energy
    congr 1
    funext r
    ring
  rw [hsplit, intervalIntegral.integral_add hsq hD, hzero, add_zero]
```

For smaller $g$ the density is at least as large at every $r$, so the energy remains nonnegative. This comparison is where `energy_nonneg` uses `hg`. Without that bound the conclusion fails, as the wave shows.

```lean
/-- Up to strength `1/4` every trial state on every shell has nonnegative energy. -/
theorem energy_nonneg {g a b : ℝ} {u v : ℝ → ℝ} (hg : g ≤ 1 / 4) (ha : 0 < a) (hab : a < b)
    (h : TrialState a b u v) : 0 ≤ energy g a b u v := by
  have h0 : 0 ≤ energy (1 / 4) a b u v := by
    rw [energy_quarter_eq_square ha hab h]
    exact intervalIntegral.integral_nonneg hab.le (fun r _ => sq_nonneg _)
  refine h0.trans ?_
  -- decreasing `g` does not lower the energy
  apply intervalIntegral.integral_mono_on hab.le (h.integrable ha hab _) (h.integrable ha hab _)
  intro r _
  have hp : 0 ≤ u r ^ 2 / r ^ 2 := by positivity
  rw [mul_div_assoc, mul_div_assoc]
  nlinarith [mul_nonneg (sub_nonneg.2 hg) hp]
```

## Strong attraction, g > 1/4

The attraction can now win in a shell whose ratio $b/a$ is large enough. Take $b=a e^{\pi/k}$, so that $\theta$ runs from $0$ to $\pi$ and the wave vanishes at both walls.

```lean
/-- The logarithmic phase changes with radius at the rate `k/r`. -/
theorem hasDerivAt_phase (k a : ℝ) {r : ℝ} (hr : 0 < r) :
    HasDerivAt (phase k a) (k * r⁻¹) r :=
  ((Real.hasDerivAt_log hr.ne').sub_const (Real.log a)).const_mul k

/-- The radius `a exp (π/k)` lies outside `a`, and the phase there equals `π`. -/
theorem phase_outer {k a : ℝ} (hk : 0 < k) (ha : 0 < a) :
    a < a * Real.exp (Real.pi / k) ∧ phase k a (a * Real.exp (Real.pi / k)) = Real.pi := by
  constructor
  · exact lt_mul_of_one_lt_right ha (Real.one_lt_exp_iff.2 (by positivity))
  · unfold phase
    rw [Real.log_mul ha.ne' (Real.exp_pos _).ne', Real.log_exp, add_sub_cancel_left,
      mul_div_cancel₀ _ hk.ne']

/-- The log-periodic wave is a trial state on the shell from `a` to `a exp (π/k)`. -/
theorem logWave_trialState {k a : ℝ} (hk : 0 < k) (ha : 0 < a) :
    TrialState a (a * Real.exp (Real.pi / k)) (logWave k a) (logSlope k a) where
  slope r hr := by
    have hr0 : 0 < r := ha.trans_le hr.1
    have hinv : Real.sqrt r * r⁻¹ = (Real.sqrt r)⁻¹ := by
      apply eq_inv_of_mul_eq_one_left
      calc Real.sqrt r * r⁻¹ * Real.sqrt r = Real.sqrt r * Real.sqrt r * r⁻¹ := by ring
        _ = 1 := by rw [Real.mul_self_sqrt hr0.le, mul_inv_cancel₀ hr0.ne']
    have hd := (Real.hasDerivAt_sqrt hr0.ne').fun_mul (hasDerivAt_phase k a hr0).sin
    refine (hd.congr_deriv ?_).hasDerivWithinAt
    unfold logSlope
    linear_combination (k * Real.cos (phase k a r)) * hinv
  cont := by
    have hp : ContinuousOn (phase k a) (Icc a (a * Real.exp (Real.pi / k))) := fun r hr =>
      (hasDerivAt_phase k a (ha.trans_le hr.1)).continuousAt.continuousWithinAt
    exact (((Real.continuous_sin.comp_continuousOn hp).div_const 2).add
      (continuousOn_const.mul (Real.continuous_cos.comp_continuousOn hp))).div
      Real.continuous_sqrt.continuousOn
      (fun r hr => (Real.sqrt_pos.2 (ha.trans_le hr.1)).ne')
  inner_wall := by simp [logWave, phase]
  outer_wall := by simp [logWave, (phase_outer hk ha).2]
```

With $dr/r=d\theta/k$,

$$E=\frac1k\int_0^\pi\left[\left(\tfrac12\sin\theta+k\cos\theta\right)^2-g\sin^2\theta\right]d\theta .$$

The integrals of $\sin^2\theta$ and $\cos^2\theta$ are both $\pi/2$, and the cross term vanishes. Hence

$$E=\frac{\pi}{2k}\left(k^2+\tfrac14-g\right).$$

The same substitution gives $\int_a^b u^2\,dr=a^2k^2(e^{2\pi/k}-1)/[4(1+k^2)]$, so the normalised energy is

$$\frac{2\pi(1+k^2)(k^2+\frac14-g)}{a^2k^3(e^{2\pi/k}-1)}.$$

`energy_logWave` proves the unnormalised value by differentiating an explicit antiderivative in $\theta$, with coefficients `A` and `B`, instead of changing variables.

```lean
/-- The log-periodic wave on its shell has energy `π/(2k) (k² + 1/4 - g)`. -/
theorem energy_logWave {k a : ℝ} (g : ℝ) (hk : 0 < k) (ha : 0 < a) :
    energy g a (a * Real.exp (Real.pi / k)) (logWave k a) (logSlope k a)
      = Real.pi / (2 * k) * (k ^ 2 + 1 / 4 - g) := by
  obtain ⟨hab, hend⟩ := phase_outer hk ha
  have hstart : phase k a a = 0 := by simp [phase]
  obtain ⟨A, hA⟩ : ∃ A, A = (k ^ 2 + 1 / 4 - g) / 2 * k⁻¹ := ⟨_, rfl⟩
  obtain ⟨B, hB⟩ : ∃ B, B = (k ^ 2 - 1 / 4 + g) / 2 * k⁻¹ := ⟨_, rfl⟩
  have hAk : A * k = (k ^ 2 + 1 / 4 - g) / 2 := by rw [hA, inv_mul_cancel_right₀ hk.ne']
  have hBk : B * k = (k ^ 2 - 1 / 4 + g) / 2 := by rw [hB, inv_mul_cancel_right₀ hk.ne']
  -- an explicit antiderivative in terms of the phase
  have hd : ∀ r ∈ uIcc a (a * Real.exp (Real.pi / k)), HasDerivAt
      (fun r => A * phase k a r + B * (Real.sin (phase k a r) * Real.cos (phase k a r))
        + 1 / 2 * (Real.sin (phase k a r) * Real.sin (phase k a r)))
      (logSlope k a r ^ 2 - g * logWave k a r ^ 2 / r ^ 2) r := by
    intro r hr
    rw [uIcc_of_le hab.le] at hr
    have hr0 : 0 < r := ha.trans_le hr.1
    have hp := hasDerivAt_phase k a hr0
    have hr2 : r * (r ^ 2)⁻¹ = r⁻¹ := by field_simp
    have hsq : logSlope k a r ^ 2 - g * logWave k a r ^ 2 / r ^ 2
        = ((Real.sin (phase k a r) / 2 + k * Real.cos (phase k a r)) ^ 2
          - g * Real.sin (phase k a r) ^ 2) * r⁻¹ := by
      unfold logSlope logWave
      rw [div_pow, mul_pow, Real.sq_sqrt hr0.le]
      linear_combination (-g * Real.sin (phase k a r) ^ 2) * hr2
    refine (((hp.const_mul A).fun_add ((hp.sin.fun_mul hp.cos).const_mul B)).fun_add
      ((hp.sin.fun_mul hp.sin).const_mul (1 / 2))).congr_deriv ?_
    rw [hsq]
    linear_combination r⁻¹ * hAk
      + (Real.cos (phase k a r) ^ 2 - Real.sin (phase k a r) ^ 2) * r⁻¹ * hBk
      - (k ^ 2 + 1 / 4 - g) / 2 * r⁻¹ * Real.sin_sq_add_cos_sq (phase k a r)
  unfold energy
  rw [intervalIntegral.integral_eq_sub_of_hasDerivAt hd
    ((logWave_trialState hk ha).integrable ha hab g)]
  simp only [hend, hstart, Real.sin_pi, Real.sin_zero]
  rw [hA]
  ring
```

The hypothesis $g>1/4$ leaves room for $k>0$ with $k^2<g-1/4$; the proof takes $k=\tfrac12\sqrt{g-1/4}$. The energy is then negative, and the ratio $q=e^{\pi/k}$ does not depend on $a$. Without the hypothesis no such $k$ exists, and no shell binds.

```lean
/-- Above strength `1/4` there is one ratio `q > 1` such that every shell whose outer radius is
`q` times its inner radius binds. -/
theorem exists_binding_ratio {g : ℝ} (hg : 1 / 4 < g) :
    ∃ q : ℝ, 1 < q ∧ ∀ a : ℝ, 0 < a → Binds g a (a * q) := by
  have hpos : 0 < g - 1 / 4 := sub_pos.2 hg
  obtain ⟨k, hk, hkg⟩ : ∃ k : ℝ, 0 < k ∧ k ^ 2 < g - 1 / 4 := by
    refine ⟨Real.sqrt (g - 1 / 4) / 2, half_pos (Real.sqrt_pos.2 hpos), ?_⟩
    rw [div_pow, Real.sq_sqrt hpos.le]
    linarith
  refine ⟨Real.exp (Real.pi / k), Real.one_lt_exp_iff.2 (by positivity), fun a ha => ?_⟩
  refine ⟨logWave k a, logSlope k a, logWave_trialState hk ha, ?_⟩
  rw [energy_logWave g hk ha]
  exact mul_neg_of_pos_of_neg (by positivity) (by linarith)
```

`critical_strength` joins the two regimes: nonnegative energy for every trial state on every shell when $g\le1/4$, and for $g>1/4$ some binding outer radius for each inner one. For a single particle of zero angular momentum in this pure inverse-square potential between hard walls, $1/4$ is thus the threshold for negative energy. Angular momentum $\ell$ adds the nonnegative term $\ell(\ell+1)u^2/r^2$ to the energy density, so allowing it does not lower the threshold; this last remark is not formalised.

```lean
/-- Critical inverse-square strength: for `g ≤ 1/4` no trial state on any shell has negative
energy, while for `g > 1/4` every inner radius `a > 0` admits an outer radius `b` such that
`[a, b]` binds. -/
theorem critical_strength (g : ℝ) :
    (g ≤ 1 / 4 → ∀ a b : ℝ, 0 < a → a < b → ∀ u v : ℝ → ℝ,
      TrialState a b u v → 0 ≤ energy g a b u v) ∧
    (1 / 4 < g → ∀ a : ℝ, 0 < a → ∃ b : ℝ, a < b ∧ Binds g a b) := by
  refine ⟨fun hg a b ha hab u v h => energy_nonneg hg ha hab h, fun hg a ha => ?_⟩
  obtain ⟨q, hq, hb⟩ := exists_binding_ratio hg
  exact ⟨a * q, lt_mul_of_one_lt_right ha hq, hb a ha⟩
```

## A positive reference radius

The length $R>0$ sets where a sequence of shells is placed. For $g>1/4$, the shells $[Rq^{2n},Rq^{2n+1}]$, with $n$ any integer, all have ratio $q$, so all bind. If $m<n$, then $2m+1<2n$ and $Rq^{2m+1}<Rq^{2n}$: the earlier shell ends before the later one begins. This is `hgap`, which uses `hR`. At $R=0$ every shell would collapse onto the centre.

```lean
/-- Above strength `1/4`, for every radius `R > 0` there is a ratio `q > 1` such that the shells
`[R q^(2n), R q^(2n+1)]`, with `n` any integer, all bind and are pairwise disjoint. -/
theorem infinitely_many_binding_shells {g R : ℝ} (hg : 1 / 4 < g) (hR : 0 < R) :
    ∃ q : ℝ, 1 < q ∧
      (∀ n : ℤ, Binds g (R * q ^ (2 * n)) (R * q ^ (2 * n + 1))) ∧
      Pairwise (fun m n : ℤ => Disjoint (Icc (R * q ^ (2 * m)) (R * q ^ (2 * m + 1)))
        (Icc (R * q ^ (2 * n)) (R * q ^ (2 * n + 1)))) := by
  obtain ⟨q, hq, hb⟩ := exists_binding_ratio hg
  have hq0 : 0 < q := one_pos.trans hq
  -- each shell ends before any later one begins
  have hgap : ∀ m n : ℤ, m < n → R * q ^ (2 * m + 1) < R * q ^ (2 * n) := fun m n hmn =>
    mul_lt_mul_of_pos_left (zpow_lt_zpow_right₀ hq (by omega)) hR
  refine ⟨q, hq, fun n => ?_, fun m n hmn => ?_⟩
  · rw [zpow_add_one₀ hq0.ne', ← mul_assoc]
    exact hb _ (mul_pos hR (zpow_pos hq0 _))
  · beta_reduce
    rw [Set.disjoint_left]
    intro x hx hy
    rcases lt_or_gt_of_ne hmn with h | h
    · linarith [hgap m n h, hx.2, hy.1]
    · linarith [hgap n m h, hx.1, hy.2]

end

end InverseSquareBinding
```

```lean
#print axioms InverseSquareBinding.energy_logWave
#print axioms InverseSquareBinding.critical_strength
#print axioms InverseSquareBinding.infinitely_many_binding_shells
```

```
'InverseSquareBinding.energy_logWave' depends on axioms: [propext, Classical.choice, Quot.sound]
'InverseSquareBinding.critical_strength' depends on axioms: [propext, Classical.choice, Quot.sound]
'InverseSquareBinding.infinitely_many_binding_shells' depends on axioms: [propext, Classical.choice, Quot.sound]
```
